# The half-curvature condition for following a Hessian mode uphill with one shift

In a saddle search by eigenvector following, an iteration diagonalises the Hessian, selects a mode to climb, and chooses a level shift for the step. If all modes are to share one shift, a comparison of two curvatures tells in advance whether a suitable shift exists. Let $h_k$ be the curvature of the mode to be climbed and $h_m$ the smallest curvature among the others. When $h_m>0$ and the gradient has a nonzero component along every mode, some common shift makes the energy rise along $k$ and fall along every other mode, both to first order and in the local quadratic model, if and only if $h_k<h_m/2$.

If the test fails, no tuning of the common shift alone will produce these signs. Separate shifts for the modes can produce them. So can a common shift followed by a sufficient shortening of the whole step, provided that $h_k<h_m$.

```lean
import Mathlib

namespace EigenvectorFollowing

noncomputable section
```

## The step and its two energy changes

In the eigenvector basis the quadratic model is a sum over modes, so each mode can be treated separately. Let $g_i$ be the gradient component along mode $i$, $h_i$ the Hessian eigenvalue, and $\lambda$ the shift. The displacement along the mode is

$$s_i=\frac{g_i}{\lambda-h_i},\qquad \lambda\neq h_i .$$

With this sign convention, $\lambda=0$ gives the Newton step $-g_i/h_i$. The definition takes the three numbers for a single mode, with `lam` standing for $\lambda$.

```lean
/-- The step along one Hessian eigenmode with gradient component `g`, curvature `h` and
shift `lam`; its domain is `lam ≠ h`. -/
def step (g h lam : ℝ) : ℝ := g / (lam - h)
```

To first order, the displacement changes the energy by $g_is_i$.

```lean
/-- The first-order energy change along one mode, for `lam ≠ h`. -/
def linearChange (g h lam : ℝ) : ℝ := g * step g h lam
```

The quadratic model adds the curvature term, giving $g_is_i+\tfrac12h_is_i^2$.

```lean
/-- The energy change along one mode in the quadratic model, for `lam ≠ h`. -/
def quadraticChange (g h lam : ℝ) : ℝ :=
  g * step g h lam + h * step g h lam ^ 2 / 2
```

Following mode $k$ means that both changes are positive for $k$ and both are negative for every $i\neq k$. In the predicate below, `ι` is the set of modes, and `g` and `h` assign a gradient component and a curvature to each. The diagonalisation is taken as already done. The same `lam` enters every mode, which is the restriction that makes the question nontrivial.

```lean
/-- The common shift `lam` follows mode `k`: the energy rises along `k` and falls along every
other mode, both to first order and in the quadratic model. -/
def FollowsMode {ι : Type*} (g h : ι → ℝ) (k : ι) (lam : ℝ) : Prop :=
  (0 < linearChange (g k) (h k) lam ∧ 0 < quadraticChange (g k) (h k) lam) ∧
    ∀ i, i ≠ k → linearChange (g i) (h i) lam < 0 ∧ quadraticChange (g i) (h i) lam < 0
```

Here $\lambda$ may be any real number. In rational function optimisation it is instead fixed by an eigenvalue problem, and nothing below says that the eigenvalue lands in the allowed range. Limits on the step length and terms beyond second order are also left out.

## From energy changes to signs

Multiplying the definition of the step by $\lambda-h_i$ gives $(\lambda-h_i)s_i=g_i$, or

$$g_i+h_is_i=\lambda s_i .$$

The left side is the gradient of the quadratic model after the step. The proof cancels the denominator and rearranges.

```lean
/-- Away from `lam = h`, the gradient of the quadratic model after the step is `lam` times
the step. -/
theorem step_equation {g h lam : ℝ} (hl : lam ≠ h) :
    g + h * step g h lam = lam * step g h lam := by
  have e : step g h lam * (lam - h) = g := div_mul_cancel₀ g (sub_ne_zero.2 hl)
  linear_combination -e
```

Substituting $g_i=(\lambda-h_i)s_i$ into the two energy changes yields

$$g_is_i=(\lambda-h_i)s_i^2,$$

$$g_is_i+\tfrac12h_is_i^2=\left(\lambda-h_i+\tfrac12h_i\right)s_i^2=\left(\lambda-\tfrac12h_i\right)s_i^2 .$$

In the code, each identity is the step equation multiplied by the step, which is what the two `linear_combination` lines state.

```lean
/-- Away from `lam = h`, both energy changes are multiples of the squared step, with factors
`lam - h` and `lam - h / 2`. -/
theorem changes_eq {g h lam : ℝ} (hl : lam ≠ h) :
    linearChange g h lam = (lam - h) * step g h lam ^ 2 ∧
      quadraticChange g h lam = (lam - h / 2) * step g h lam ^ 2 := by
  have e := step_equation (g := g) hl
  unfold linearChange quadraticChange
  constructor
  · linear_combination step g h lam * e
  · linear_combination step g h lam * e
```

If $g_i\neq0$, then $s_i\neq0$ and $s_i^2>0$, so each change has the sign of its prefactor. The next lemma says this for an arbitrary factor $a$.

```lean
/-- For a nonzero gradient component and `lam ≠ h`, a multiple of the squared step has the
sign of its factor. -/
theorem mul_step_sq_sign {g h lam : ℝ} (hg : g ≠ 0) (hl : lam ≠ h) (a : ℝ) :
    (0 < a * step g h lam ^ 2 ↔ 0 < a) ∧ (a * step g h lam ^ 2 < 0 ↔ a < 0) := by
  have hne : step g h lam ≠ 0 := div_ne_zero hg (sub_ne_zero.2 hl)
  have hs : 0 < step g h lam ^ 2 := by positivity
  refine ⟨⟨fun H => ?_, fun H => mul_pos H hs⟩,
    ⟨fun H => ?_, fun H => mul_neg_of_neg_of_pos H hs⟩⟩
  · by_contra hc
    exact absurd H (not_lt_of_ge (mul_nonpos_of_nonpos_of_nonneg (not_lt.1 hc) hs.le))
  · by_contra hc
    exact absurd H (not_lt_of_ge (mul_nonneg (not_lt.1 hc) hs.le))
```

The first-order change is therefore positive exactly when $\lambda>h_i$ and negative exactly when $\lambda<h_i$. The lemma needs no condition $\lambda\neq h_i$: Lean's division by zero returns zero, so at $\lambda=h_i$ the change is zero and neither strict sign holds.

```lean
/-- For a nonzero gradient component, the first-order change is positive exactly when the shift
lies above the curvature, and negative exactly when it lies below. -/
theorem linearChange_sign {g h lam : ℝ} (hg : g ≠ 0) :
    (0 < linearChange g h lam ↔ h < lam) ∧ (linearChange g h lam < 0 ↔ lam < h) := by
  rcases eq_or_ne lam h with rfl | hl
  · simp [linearChange, step]
  · rw [(changes_eq hl).1, (mul_step_sq_sign hg hl _).1, (mul_step_sq_sign hg hl _).2,
      sub_pos, sub_lt_zero]
    exact ⟨Iff.rfl, Iff.rfl⟩
```

For the quadratic model the threshold is half as large: the change is positive exactly when $\lambda>h_i/2$ and negative exactly when $\lambda<h_i/2$, given $\lambda\neq h_i$.

```lean
/-- For a nonzero gradient component and `lam ≠ h`, the quadratic-model change is positive exactly
when the shift lies above half the curvature, and negative exactly when it lies below. -/
theorem quadraticChange_sign {g h lam : ℝ} (hg : g ≠ 0) (hl : lam ≠ h) :
    (0 < quadraticChange g h lam ↔ h / 2 < lam) ∧
      (quadraticChange g h lam < 0 ↔ lam < h / 2) := by
  rw [(changes_eq hl).2, (mul_step_sq_sign hg hl _).1, (mul_step_sq_sign hg hl _).2,
    sub_pos, sub_lt_zero]
  exact ⟨Iff.rfl, Iff.rfl⟩
```

## The window for a common shift

Collecting the signs over all modes turns the requirement into inequalities for $\lambda$ alone:

$$\lambda>h_k,\quad \lambda>\tfrac12h_k,\qquad \lambda<h_i,\quad \lambda<\tfrac12h_i\quad\text{for all } i\neq k .$$

The hypothesis `hg` says that no gradient component vanishes. It matters physically because a mode with zero gradient component, for example one excluded by symmetry, gets no displacement when $\lambda\ne h_i$ and can neither rise nor fall. In the proof, the first-order inequality comes first and supplies the condition $\lambda\neq h_i$ that the quadratic one needs.

```lean
variable {ι : Type*} {g h : ι → ℝ} {k m : ι}

/-- If no gradient component vanishes, a shift follows mode `k` exactly when it lies above `h k`
and `h k / 2`, and below `h i` and `h i / 2` for every other mode `i`. -/
theorem followsMode_iff (hg : ∀ i, g i ≠ 0) (lam : ℝ) :
    FollowsMode g h k lam ↔
      (h k < lam ∧ h k / 2 < lam) ∧ ∀ i, i ≠ k → lam < h i ∧ lam < h i / 2 := by
  unfold FollowsMode
  refine and_congr ?_ (forall_congr' fun i => imp_congr_right fun _ => ?_)
  · rw [(linearChange_sign (hg k)).1]
    exact and_congr_right fun hl => (quadraticChange_sign (hg k) hl.ne').1
  · rw [(linearChange_sign (hg i)).2]
    exact and_congr_right fun hl => (quadraticChange_sign (hg i) hl.ne).2
```

Among the modes other than $k$, the softest one, $m$, sets the tightest upper bounds, since $h_m\le h_i$ implies $h_m/2\le h_i/2$. A shift exists exactly when the largest lower bound lies below the smallest upper bound:

$$\max\left(h_k,\tfrac12h_k\right)<\min\left(h_m,\tfrac12h_m\right).$$

The hypotheses `hmk` and `hm` say that $m$ differs from $k$ and is softest among the remaining modes. There are thus at least two modes, and for a finite set of two or more such an $m$ can always be found. One direction of the proof passes through the given shift; the other picks a number between the two bounds.

```lean
/-- Let no gradient component vanish and let `m` be the softest mode other than `k`. A shift that
follows `k` exists exactly when the larger of `h k`, `h k / 2` is below the smaller of
`h m`, `h m / 2`. -/
theorem exists_shift_iff_max_lt_min (hg : ∀ i, g i ≠ 0) (hmk : m ≠ k)
    (hm : ∀ i, i ≠ k → h m ≤ h i) :
    (∃ lam, FollowsMode g h k lam) ↔ max (h k) (h k / 2) < min (h m) (h m / 2) := by
  constructor
  · rintro ⟨lam, H⟩
    obtain ⟨up, down⟩ := (followsMode_iff hg lam).1 H
    exact (max_lt up.1 up.2).trans (lt_min (down m hmk).1 (down m hmk).2)
  · intro H
    obtain ⟨lam, h1, h2⟩ := exists_between H
    refine ⟨lam, (followsMode_iff hg lam).2 ⟨max_lt_iff.1 h1, fun i hi => ?_⟩⟩
    have hi' := hm i hi
    obtain ⟨h3, h4⟩ := lt_min_iff.1 h2
    constructor <;> linarith
```

## A positive second curvature

Now let $h_m>0$, so that every mode other than $k$ curves upward, as near a minimum, or where the followed mode is the only one with negative curvature. If $h_k<h_m/2$, take the midpoint of these two numbers,

$$\lambda=\tfrac12h_k+\tfrac14h_m .$$

It lies above $h_k$ and below $h_m/2$. It also exceeds $h_k/2$, because $h_m/4>0$, and it lies below $h_m$, because $h_m/2<h_m$. The bounds for the stiffer modes follow from $h_i\ge h_m$.

```lean
/-- Let no gradient component vanish and let every mode other than `k` have curvature at least
`h m > 0`. If `h k < h m / 2`, the shift `h k / 2 + h m / 4` follows mode `k`. -/
theorem explicit_shift (hg : ∀ i, g i ≠ 0) (hm : ∀ i, i ≠ k → h m ≤ h i)
    (hpos : 0 < h m) (hgap : h k < h m / 2) :
    FollowsMode g h k (h k / 2 + h m / 4) := by
  refine (followsMode_iff hg _).2 ⟨⟨by linarith, by linarith⟩, fun i hi => ?_⟩
  have hi' := hm i hi
  constructor <;> linarith
```

Conversely, any shift that follows $k$ satisfies $h_k<\lambda<h_m/2$: the first inequality comes from the first-order rise along $k$, the second from the quadratic-model fall along $m$. This gives the equivalence. For curvatures in increasing order with the lowest mode followed, $k=1$ and $m=2$, and the condition reads $h_1<h_2/2$. The theorem itself assumes no ordering between $h_k$ and $h_m$.

```lean
/-- **Eigenvector following with one shift.** Let no gradient component vanish and let the softest
mode `m` other than `k` have positive curvature. A shift that follows `k` exists if and only if
`h k < h m / 2`. -/
theorem exists_shift_iff (hg : ∀ i, g i ≠ 0) (hmk : m ≠ k)
    (hm : ∀ i, i ≠ k → h m ≤ h i) (hpos : 0 < h m) :
    (∃ lam, FollowsMode g h k lam) ↔ h k < h m / 2 := by
  constructor
  · rintro ⟨lam, H⟩
    -- the shift itself separates the two curvatures
    obtain ⟨up, down⟩ := (followsMode_iff hg lam).1 H
    exact up.1.trans (down m hmk).2
  · intro hgap
    exact ⟨_, explicit_shift hg hm hpos hgap⟩
```

Two modes are the smallest case. Take $g_1=g_2=1$, $h_1=1$ and $h_2=3$. The condition $1<3/2$ holds, and the midpoint shift is $\lambda=5/4$. The steps are $s_1=4$ and $s_2=-4/7$. The first-order changes are $4$ and $-4/7$, and the quadratic-model changes are $12$ and $-4/49$, all with the required signs. As $h_1$ rises towards $3/2$ the window $h_1<\lambda<3/2$ shrinks, and at $h_1=3/2$ it is empty.

## A negative second curvature

If $h_m<0$, the smaller upper bound is $h_m$ itself. Any admissible $h_k$ is then negative too, so the larger lower bound is $h_k/2$. The condition becomes $h_k/2<h_m$, or

$$h_k<2h_m .$$

The followed mode must now be more than twice as strongly negative as the next one. The proof splits the maximum and minimum into separate inequalities and solves them by linear arithmetic. At $h_m=0$ the max–min condition reduces to $h_k<0$.

```lean
/-- Let no gradient component vanish and let the softest mode `m` other than `k` have negative
curvature. A shift that follows `k` exists if and only if `h k < 2 * h m`. -/
theorem exists_shift_iff_of_neg (hg : ∀ i, g i ≠ 0) (hmk : m ≠ k)
    (hm : ∀ i, i ≠ k → h m ≤ h i) (hneg : h m < 0) :
    (∃ lam, FollowsMode g h k lam) ↔ h k < 2 * h m := by
  rw [exists_shift_iff_max_lt_min hg hmk hm, max_lt_iff, lt_min_iff, lt_min_iff]
  constructor
  · rintro ⟨_, h3, _⟩
    linarith
  · intro H
    refine ⟨⟨?_, ?_⟩, ?_, ?_⟩ <;> linarith
```

## First-order signs alone

If only the first-order changes matter, the bounds are $h_k<\lambda<h_i$ for all $i\neq k$, and a shift exists exactly when $h_k<h_m$, whatever the sign of $h_m$.

For $h_m>0$, the range $h_m/2\le h_k<h_m$ separates the two requirements. Any shift with $h_k<\lambda<h_m$ then points the step uphill along $k$ and downhill along $m$, but it makes the displacement along $m$ so long that the quadratic model rises along that mode. With $g_1=g_2=1$, $h_1=2$, $h_2=3$ and $\lambda=5/2$, the second step is $s_2=-2$. Its first-order change is $-2$, while its quadratic-model change is $-2+6=4$: the step has overshot the minimum along that mode and climbed the far side.

```lean
/-- Let no gradient component vanish and let `m` be the softest mode other than `k`. A shift with
the right first-order signs alone, up along `k` and down along all others, exists if and only if
`h k < h m`. -/
theorem exists_first_order_shift_iff (hg : ∀ i, g i ≠ 0) (hmk : m ≠ k)
    (hm : ∀ i, i ≠ k → h m ≤ h i) :
    (∃ lam, 0 < linearChange (g k) (h k) lam ∧
      ∀ i, i ≠ k → linearChange (g i) (h i) lam < 0) ↔ h k < h m := by
  constructor
  · rintro ⟨lam, up, down⟩
    exact ((linearChange_sign (hg k)).1.1 up).trans
      ((linearChange_sign (hg m)).2.1 (down m hmk))
  · intro H
    obtain ⟨lam, h1, h2⟩ := exists_between H
    exact ⟨lam, (linearChange_sign (hg k)).1.2 h1,
      fun i hi => (linearChange_sign (hg i)).2.2 (h2.trans_le (hm i hi))⟩

end

end EigenvectorFollowing
```

```lean
#print axioms EigenvectorFollowing.exists_shift_iff
#print axioms EigenvectorFollowing.exists_shift_iff_of_neg
#print axioms EigenvectorFollowing.exists_first_order_shift_iff
```

```
'EigenvectorFollowing.exists_shift_iff' depends on axioms: [propext, Classical.choice, Quot.sound]
'EigenvectorFollowing.exists_shift_iff_of_neg' depends on axioms: [propext, Classical.choice, Quot.sound]
'EigenvectorFollowing.exists_first_order_shift_iff' depends on axioms: [propext, Classical.choice, Quot.sound]
```
